# Coulomb Sturmians with the same exponent and angular momentum are orthogonal under the weight 1/r

Expand r times the radial part of an orbital in powers r^(l+1), r^(l+2), … times a single exponential exp(−kr), and no matrix element of 1/r between two basis functions vanishes. As powers are added, the normalised functions also become nearly linearly dependent, which amplifies rounding errors. Coulomb Sturmians span the same space with polynomials in place of the bare powers. For one electron of fixed l in a finite basis with one common exponent, they make the matrix of the nuclear attraction −Z/r diagonal.

```lean
import Mathlib

open MeasureTheory Polynomial
open scoped Nat

namespace CoulombSturmian

noncomputable section
```

Write C(n,i) for the binomial coefficient. For natural numbers a and n, the associated Laguerre polynomial is

L[a,n](x) = Σ_{i=0}^{n} (−1)^i C(n+a, n−i) x^i / i!

In Lean it is an element of `ℝ[X]`, and `eval` gives its value at x. The binomial coefficient is `choose` there, while Lean's `C` turns a number into a constant polynomial.

```lean
/-- The associated Laguerre polynomial of degree `n` and upper index `a`. -/
def assocLaguerre (a n : ℕ) : ℝ[X] :=
  ∑ i ∈ Finset.range (n + 1), C ((-1 : ℝ) ^ i * ((n + a).choose (n - i) : ℝ) / (i ! : ℝ)) * X ^ i
```

For an exponent k and angular momentum l, the Sturmian with ν radial nodes is

S_ν(r) = r^(l+1) exp(−kr) L[2l+1,ν](2kr)

This is a reduced radial function, r times the radial part of the orbital, so its integrals carry dr and not r² dr. The principal quantum number is ν+l+1. No normalisation factor is included.

```lean
/-- The reduced radial Coulomb Sturmian with exponent `k`, angular momentum `l` and
Laguerre degree `ν`, without normalisation factor. -/
def sturmian (k : ℝ) (l ν : ℕ) (r : ℝ) : ℝ :=
  r ^ (l + 1) * Real.exp (-(k * r)) * (assocLaguerre (2 * l + 1) ν).eval (2 * k * r)
```

## (a) Lowering the order of an alternating sum

Show that, for any real sequence f,

Σ_{i=0}^{n+1} (−1)^i C(n+1,i) f(i) = Σ_{i=0}^{n} (−1)^i C(n,i) [f(i) − f(i+1)]

**Solution.** Split off i = 0 on the left and apply Pascal's rule to the rest:

f(0) + Σ_{i=0}^{n} (−1)^(i+1) [C(n,i) + C(n,i+1)] f(i+1)

Since C(n,n+1) = 0, the terms with C(n,i+1) combine with f(0) to give Σ_{i=0}^{n} (−1)^i C(n,i) f(i). The terms with C(n,i) give −Σ_{i=0}^{n} (−1)^i C(n,i) f(i+1). In the code, `h` is the first regrouping and `Nat.choose_succ_succ'` is Pascal's rule.

```lean
/-- An alternating binomial sum of order `n + 1` is one of order `n` over differences. -/
theorem alternating_sum_succ (f : ℕ → ℝ) (n : ℕ) :
    ∑ i ∈ Finset.range (n + 1 + 1), (-1 : ℝ) ^ i * ((n + 1).choose i : ℝ) * f i =
      ∑ i ∈ Finset.range (n + 1), (-1 : ℝ) ^ i * (n.choose i : ℝ) * (f i - f (i + 1)) := by
  have h : ∑ i ∈ Finset.range (n + 1), (-1 : ℝ) ^ i * (n.choose i : ℝ) * f i =
      ∑ i ∈ Finset.range (n + 1), (-1 : ℝ) ^ (i + 1) * (n.choose (i + 1) : ℝ) * f (i + 1)
        + f 0 := by
    calc _ = ∑ i ∈ Finset.range (n + 1 + 1), (-1 : ℝ) ^ i * (n.choose i : ℝ) * f i := by
          rw [Finset.sum_range_succ _ (n + 1)]
          simp
      _ = _ := by
          rw [Finset.sum_range_succ']
          simp only [pow_zero, Nat.choose_zero_right, Nat.cast_one, one_mul]
  rw [Finset.sum_range_succ']
  simp only [mul_sub, Finset.sum_sub_distrib, pow_zero, Nat.choose_zero_right, Nat.cast_one,
    one_mul]
  rw [h, add_sub_right_comm, ← Finset.sum_sub_distrib]
  congr 1
  refine Finset.sum_congr rfl fun i _ => ?_
  rw [Nat.choose_succ_succ']
  push_cast
  ring
```

## (b) An alternating sum of factorial ratios

Show that, for m ≤ n and every natural a,

Σ_{i=0}^{n} (−1)^i C(n,i) (a+i+m)!/(a+i)! = (−1)^n n! if m = n, and 0 if m < n

**Solution.** Use induction on n, for all m and a at once. For n = 0 both sides are 1. For order n+1, apply (a). If the shift is 0, every ratio is 1 and the differences vanish. If the shift is m+1, each difference is

(a+i+m+1)!/(a+i)! − (a+i+m+2)!/(a+i+1)!
= [(a+i+1) − (a+i+m+2)] (a+i+m+1)!/(a+i+1)!
= −(m+1) (a+1+i+m)!/(a+1+i)!

What remains is −(m+1) times the sum of order n with shift m and with a+1 for a. It vanishes for m < n; for m = n it gives −(n+1)(−1)^n n! = (−1)^(n+1) (n+1)!. The difference identity is `key`.

```lean
/-- The alternating binomial sum of `(a+i+m)!/(a+i)!` vanishes for `m < n` and equals
`(-1)^n n!` for `m = n`. -/
theorem alternating_factorial_sum (n : ℕ) : ∀ m a : ℕ, m ≤ n →
    ∑ i ∈ Finset.range (n + 1),
      (-1 : ℝ) ^ i * (n.choose i : ℝ) * (((a + i + m)! : ℝ) / ((a + i)! : ℝ)) =
      if m = n then (-1 : ℝ) ^ n * (n ! : ℝ) else 0 := by
  induction n with
  | zero =>
    intro m a hm
    obtain rfl : m = 0 := by omega
    simp [Nat.factorial_ne_zero]
  | succ n ih =>
    intro m a hm
    refine (alternating_sum_succ (fun i => ((a + i + m)! : ℝ) / ((a + i)! : ℝ)) n).trans ?_
    cases m with
    | zero =>
      have h : ∀ j : ℕ, ((a + j + 0)! : ℝ) / ((a + j)! : ℝ) = 1 := fun j =>
        div_self (Nat.cast_ne_zero.mpr (Nat.factorial_ne_zero _))
      rw [if_neg (by omega)]
      refine Finset.sum_eq_zero fun i _ => ?_
      simp only [h, sub_self, mul_zero]
    | succ m =>
      -- one difference lowers `m` and raises `a`
      have key : ∀ i : ℕ, ((a + i + (m + 1))! : ℝ) / ((a + i)! : ℝ)
          - ((a + (i + 1) + (m + 1))! : ℝ) / ((a + (i + 1))! : ℝ)
          = -((m : ℝ) + 1) * (((a + 1 + i + m)! : ℝ) / ((a + 1 + i)! : ℝ)) := by
        intro i
        have h0 : ((a + i)! : ℝ) ≠ 0 := Nat.cast_ne_zero.mpr (Nat.factorial_ne_zero _)
        have h1 : (a : ℝ) + i + 1 ≠ 0 := by positivity
        rw [show a + (i + 1) + (m + 1) = (a + i + m + 1) + 1 by omega,
          show a + i + (m + 1) = a + i + m + 1 by omega,
          show a + (i + 1) = a + i + 1 by omega,
          show a + 1 + i + m = a + i + m + 1 by omega,
          show a + 1 + i = a + i + 1 by omega,
          Nat.factorial_succ (a + i + m + 1), Nat.factorial_succ (a + i)]
        push_cast
        field_simp
        ring
      calc _ = -((m : ℝ) + 1) * ∑ i ∈ Finset.range (n + 1), (-1 : ℝ) ^ i * (n.choose i : ℝ) *
              (((a + 1 + i + m)! : ℝ) / ((a + 1 + i)! : ℝ)) := by
            rw [Finset.mul_sum]
            refine Finset.sum_congr rfl fun i _ => ?_
            simp only [key]
            ring
        _ = _ := by
            rw [ih m (a + 1) (by omega)]
            by_cases h : m = n
            · subst h
              rw [if_pos rfl, if_pos rfl, Nat.factorial_succ]
              push_cast
              ring
            · rw [if_neg h, if_neg (by omega), mul_zero]
```

## (c) Convergence of the moments

Show that, for every natural number k (here a power, not the Sturmian exponent),

∫₀^∞ |x^k exp(−x)| dx < ∞

**Solution.** The function x^k exp(−x/2) is bounded on the half-line by some constant B, so the integrand is at most B exp(−x/2). Lean instead uses the convergence of the Gamma integral at k+1. The half-line is `Set.Ioi 0`.

```lean
/-- Every power of `x` is integrable against `exp (-x)` on the half-line. -/
theorem integrable_moment (k : ℕ) :
    IntegrableOn (fun x : ℝ => x ^ k * Real.exp (-x)) (Set.Ioi 0) := by
  have h := Real.GammaIntegral_convergent (s := (k : ℝ) + 1) (by positivity)
  simpa only [add_sub_cancel_right, Real.rpow_natCast, mul_comm] using h
```

## (d) Moments of the Laguerre polynomial

Show that, for m ≤ n,

∫₀^∞ x^a exp(−x) L[a,n](x) x^m dx = (−1)^n (n+a)! if m = n, and 0 if m < n

**Solution.** Since ∫₀^∞ x^k exp(−x) dx = k!, integrating term by term gives

Σ_{i=0}^{n} (−1)^i C(n+a,n−i) (a+i+m)!/i!

Next,

C(n+a,n−i)/i! = (n+a)!/[(n−i)! (a+i)! i!] = [(n+a)!/n!] C(n,i)/(a+i)!

The integral is therefore (n+a)!/n! times the sum in (b). The `calc` block follows these steps; `hmom` is the factorial integral, and (c) justifies exchanging sum and integral.

```lean
/-- The moments of `x^a exp (-x)` against the Laguerre polynomial of degree `n`, up to order
`n`: only the one of order `n` survives. -/
theorem assocLaguerre_moment (a n m : ℕ) (hm : m ≤ n) :
    ∫ x in Set.Ioi (0 : ℝ), x ^ a * Real.exp (-x) * (assocLaguerre a n).eval x * x ^ m =
      if m = n then (-1 : ℝ) ^ n * ((n + a)! : ℝ) else 0 := by
  have hmom : ∀ k : ℕ, ∫ x in Set.Ioi (0 : ℝ), x ^ k * Real.exp (-x) = (k ! : ℝ) := by
    intro k
    have h := Real.Gamma_eq_integral (s := (k : ℝ) + 1) (by positivity)
    rw [Real.Gamma_nat_eq_factorial] at h
    simpa only [add_sub_cancel_right, Real.rpow_natCast, mul_comm] using h.symm
  have hn : (n ! : ℝ) ≠ 0 := Nat.cast_ne_zero.mpr (Nat.factorial_ne_zero _)
  calc _ = ∫ x in Set.Ioi (0 : ℝ), ∑ i ∈ Finset.range (n + 1),
          ((-1 : ℝ) ^ i * ((n + a).choose (n - i) : ℝ) / (i ! : ℝ)) *
            (x ^ (a + i + m) * Real.exp (-x)) := by
        congr 1
        funext x
        simp only [assocLaguerre, eval_finsetSum, eval_mul, eval_C, eval_pow, eval_X,
          Finset.mul_sum, Finset.sum_mul]
        exact Finset.sum_congr rfl fun i _ => by ring
    _ = ∑ i ∈ Finset.range (n + 1),
          ((-1 : ℝ) ^ i * ((n + a).choose (n - i) : ℝ) / (i ! : ℝ)) * ((a + i + m)! : ℝ) := by
        rw [integral_finsetSum _ (fun i _ => Integrable.const_mul (integrable_moment _) _)]
        simp only [integral_const_mul, hmom]
    _ = ((n + a)! : ℝ) / (n ! : ℝ) * ∑ i ∈ Finset.range (n + 1),
          (-1 : ℝ) ^ i * (n.choose i : ℝ) * (((a + i + m)! : ℝ) / ((a + i)! : ℝ)) := by
        rw [Finset.mul_sum]
        refine Finset.sum_congr rfl fun i hi => ?_
        have hi' : i ≤ n := by
          have := Finset.mem_range.mp hi
          omega
        rw [Nat.cast_choose ℝ (show n - i ≤ n + a by omega), Nat.cast_choose ℝ hi',
          show n + a - (n - i) = a + i by omega]
        field_simp
    _ = _ := by
        rw [alternating_factorial_sum n m a hm]
        split_ifs
        · field_simp
        · rw [mul_zero]
```

## (e) Convergence for every polynomial

Show that, for every real polynomial p,

∫₀^∞ |x^a exp(−x) p(x)| dx < ∞

**Solution.** A term c x^m of p contributes c x^(a+m) exp(−x), integrable by (c), and a finite sum of integrable functions is integrable. Lean's polynomial induction has the same two cases, `monomial` and `add`.

```lean
/-- Every polynomial is integrable against the weight `x^a exp (-x)` on the half-line. -/
theorem integrable_weight (a : ℕ) (p : ℝ[X]) :
    IntegrableOn (fun x : ℝ => x ^ a * Real.exp (-x) * p.eval x) (Set.Ioi 0) := by
  induction p using Polynomial.induction_on' with
  | add p q hp hq =>
    simp only [eval_add, mul_add]
    exact hp.add hq
  | monomial m c =>
    have h : IntegrableOn (fun x : ℝ => c * (x ^ (a + m) * Real.exp (-x))) (Set.Ioi 0) :=
      Integrable.const_mul (integrable_moment (a + m)) c
    convert h using 1
    ext x
    simp only [eval_monomial]
    ring
```

## (f) Reading off the top coefficient

Let p(x) = Σ_{m=0}^{n} c_m x^m. Show that

∫₀^∞ x^a exp(−x) L[a,n](x) p(x) dx = (−1)^n (n+a)! c_n

**Solution.** Integrate term by term. By (d), every term with m < n vanishes, and m = n gives the right-hand side. In the smallest case, n = 0, L[a,0] = 1 and the formula reads a! c_0. In Lean, c_m is `p.coeff m`, and `p.natDegree ≤ n` bounds the degree.

```lean
/-- For `p` of degree at most `n`, the weighted integral of `p` against the Laguerre polynomial
of degree `n` is `(-1)^n (n+a)!` times the coefficient of `x^n` in `p`. -/
theorem assocLaguerre_projection (a n : ℕ) (p : ℝ[X]) (hp : p.natDegree ≤ n) :
    ∫ x in Set.Ioi (0 : ℝ), x ^ a * Real.exp (-x) * (assocLaguerre a n).eval x * p.eval x =
      (-1 : ℝ) ^ n * ((n + a)! : ℝ) * p.coeff n := by
  have hI : ∀ m : ℕ, IntegrableOn (fun x : ℝ =>
      x ^ a * Real.exp (-x) * (assocLaguerre a n).eval x * x ^ m) (Set.Ioi 0) := by
    intro m
    have he : ∀ x : ℝ, (assocLaguerre a n * X ^ m).eval x =
        (assocLaguerre a n).eval x * x ^ m := fun x => by simp
    have hf : (fun x : ℝ => x ^ a * Real.exp (-x) * (assocLaguerre a n).eval x * x ^ m) =
        fun x : ℝ => x ^ a * Real.exp (-x) * (assocLaguerre a n * X ^ m).eval x := by
      funext x
      rw [he x]
      ring
    rw [hf]
    exact integrable_weight a _
  calc _ = ∫ x in Set.Ioi (0 : ℝ), ∑ m ∈ Finset.range (n + 1), p.coeff m *
          (x ^ a * Real.exp (-x) * (assocLaguerre a n).eval x * x ^ m) := by
        congr 1
        funext x
        rw [eval_eq_sum_range' (Nat.lt_succ_of_le hp) x, Finset.mul_sum]
        exact Finset.sum_congr rfl fun i _ => by ring
    _ = ∑ m ∈ Finset.range (n + 1), p.coeff m * ∫ x in Set.Ioi (0 : ℝ),
          x ^ a * Real.exp (-x) * (assocLaguerre a n).eval x * x ^ m := by
        rw [integral_finsetSum _ (fun m _ => Integrable.const_mul (hI m) _)]
        simp only [integral_const_mul]
    _ = _ := by
        -- all moments below the top one vanish
        rw [Finset.sum_range_succ, Finset.sum_eq_zero, assocLaguerre_moment a n n le_rfl,
          if_pos rfl]
        · ring
        · intro m hm
          have hm' := Finset.mem_range.mp hm
          rw [assocLaguerre_moment a n m hm'.le, if_neg hm'.ne, mul_zero]
```

## (g) Orthogonality to all lower degrees

Show that, if p has degree below n,

∫₀^∞ x^a exp(−x) L[a,n](x) p(x) dx = 0

**Solution.** Put c_n = 0 in (f). Lean's `degree` places the zero polynomial below every natural number, so for n = 0 the statement covers p = 0 only.

```lean
/-- The Laguerre polynomial of degree `n` is orthogonal, with weight `x^a exp (-x)`, to every
polynomial of degree below `n`. -/
theorem assocLaguerre_orthogonal (a n : ℕ) (p : ℝ[X]) (hp : p.degree < n) :
    ∫ x in Set.Ioi (0 : ℝ),
      x ^ a * Real.exp (-x) * (assocLaguerre a n).eval x * p.eval x = 0 := by
  rw [assocLaguerre_projection a n p (natDegree_le_of_degree_le hp.le),
    coeff_eq_zero_of_degree_lt hp, mul_zero]
```

## (h) Orthogonality and norm of the Laguerre polynomials

Show that

∫₀^∞ x^a exp(−x) L[a,n](x) L[a,m](x) dx = (n+a)!/n! if n = m, and 0 otherwise

**Solution.** If m < n, use (g) with p = L[a,m]; if n < m, exchange the roles. If n = m, the top coefficient is (−1)^n/n!, so (f) gives (−1)^n (n+a)! (−1)^n/n! = (n+a)!/n!. `lt_trichotomy` separates the three cases.

```lean
/-- Laguerre polynomials of equal upper index `a` are orthogonal with weight `x^a exp (-x)`,
and their squared norm is `(n+a)!/n!`. -/
theorem assocLaguerre_inner (a n m : ℕ) :
    ∫ x in Set.Ioi (0 : ℝ), x ^ a * Real.exp (-x) * (assocLaguerre a n).eval x *
      (assocLaguerre a m).eval x = if n = m then ((n + a)! : ℝ) / (n ! : ℝ) else 0 := by
  have hdeg : ∀ j : ℕ, (assocLaguerre a j).natDegree ≤ j := fun j =>
    natDegree_sum_le_of_forall_le _ _ fun i hi =>
      (natDegree_C_mul_X_pow_le _ _).trans (Nat.lt_succ_iff.mp (Finset.mem_range.mp hi))
  have hlt : ∀ i j : ℕ, i < j → (assocLaguerre a i).degree < j := fun i j h =>
    lt_of_le_of_lt (degree_le_of_natDegree_le (hdeg i)) (by exact_mod_cast h)
  rcases lt_trichotomy m n with h | rfl | h
  · rw [if_neg (by omega)]
    exact assocLaguerre_orthogonal a n _ (hlt m n h)
  · have hc : (assocLaguerre a m).coeff m = (-1 : ℝ) ^ m / (m ! : ℝ) := by
      rw [assocLaguerre, Polynomial.finsetSum_coeff, Finset.sum_eq_single m]
      · simp [coeff_X_pow]
      · intro i _ h
        rw [coeff_C_mul_X_pow, if_neg h.symm]
      · simp
    have hs : (-1 : ℝ) ^ m * (-1) ^ m = 1 := by
      rw [← mul_pow]
      norm_num
    rw [if_pos rfl, assocLaguerre_projection a m _ (hdeg m), hc]
    linear_combination (((m + a)! : ℝ) / (m ! : ℝ)) * hs
  · rw [if_neg (by omega)]
    refine Eq.trans ?_ (assocLaguerre_orthogonal a m _ (hlt n m h))
    congr 1
    funext x
    ring
```

## (i) The 1/r-weighted overlap of two Sturmians

Let k > 0, so that the functions decay. Show that

∫₀^∞ S_ν(r) S_μ(r) / r dr = (ν+2l+1)!/[ν! (2k)^(2l+2)] if ν = μ, and 0 otherwise

**Solution.** The integrand is

r^(2l+1) exp(−2kr) L[2l+1,ν](2kr) L[2l+1,μ](2kr)

With x = 2kr and dr = dx/(2k), the integral becomes (2k)^(−(2l+2)) times the one in (h) with a = 2l+1. Multiplying each S_ν by √(ν! (2k)^(2l+2)/(ν+2l+1)!) makes the diagonal values 1.

For l = 0 and k = 1, S_0 = r exp(−r) and S_1 = r exp(−r)(2−2r). Then

∫₀^∞ S_0 S_1 / r dr = 2·(1/4) − 2·(2/8) = 0
∫₀^∞ S_1² / r dr = 4·(1/4 − 2·2/8 + 6/16) = 1/2

The second value agrees with 2!/(1!·2²). Without the weight, ∫₀^∞ S_0 S_1 dr = 1/2 − 3/4 = −1/4, so the ordinary overlap matrix is not diagonal.

In Lean, `hpt` rewrites the integrand for r > 0 and `integral_comp_mul_left_Ioi` performs the substitution. The theorem takes both functions with the same k and l; it addresses neither completeness of the basis nor the radial Schrödinger equation.

```lean
/-- Coulomb Sturmians with common exponent `k > 0` and angular momentum `l` are orthogonal with
weight `1/r`; the diagonal value is `(ν+2l+1)!/(ν! (2k)^(2l+2))`. -/
theorem sturmian_orthogonal (k : ℝ) (hk : 0 < k) (l ν μ : ℕ) :
    ∫ r in Set.Ioi (0 : ℝ), sturmian k l ν r * sturmian k l μ r / r =
      if ν = μ then ((ν + (2 * l + 1))! : ℝ) / ((ν ! : ℝ) * (2 * k) ^ (2 * l + 2)) else 0 := by
  have h2k : 0 < 2 * k := by positivity
  have hscale := integral_comp_mul_left_Ioi (fun x : ℝ => x ^ (2 * l + 1) * Real.exp (-x) *
    (assocLaguerre (2 * l + 1) ν).eval x * (assocLaguerre (2 * l + 1) μ).eval x) 0 h2k
  rw [mul_zero, assocLaguerre_inner, smul_eq_mul] at hscale
  -- for `r > 0` the integrand is a constant times that of `assocLaguerre_inner` at `x = 2kr`
  have hpt : ∀ r ∈ Set.Ioi (0 : ℝ), sturmian k l ν r * sturmian k l μ r / r =
      ((2 * k) ^ (2 * l + 1))⁻¹ * ((2 * k * r) ^ (2 * l + 1) * Real.exp (-(2 * k * r)) *
        (assocLaguerre (2 * l + 1) ν).eval (2 * k * r) *
        (assocLaguerre (2 * l + 1) μ).eval (2 * k * r)) := by
    intro r hr
    have hr0 : r ≠ 0 := ne_of_gt hr
    have he : Real.exp (-(2 * k * r)) = Real.exp (-(k * r)) * Real.exp (-(k * r)) := by
      rw [← Real.exp_add]
      congr 1
      ring
    have h1 : r ^ (l + 1) * r ^ (l + 1) / r = r ^ (2 * l + 1) := by
      rw [div_eq_iff hr0]
      ring
    have h2 : ((2 * k) ^ (2 * l + 1))⁻¹ * (2 * k) ^ (2 * l + 1) = 1 :=
      inv_mul_cancel₀ (by positivity)
    rw [he, mul_pow (2 * k) r]
    unfold sturmian
    generalize (assocLaguerre (2 * l + 1) ν).eval (2 * k * r) = u
    generalize (assocLaguerre (2 * l + 1) μ).eval (2 * k * r) = v
    generalize Real.exp (-(k * r)) = e
    generalize (2 * k) ^ (2 * l + 1) = c at h2 ⊢
    linear_combination (e * e * u * v) * h1 - (r ^ (2 * l + 1) * e * e * u * v) * h2
  rw [setIntegral_congr_fun measurableSet_Ioi hpt, integral_const_mul, hscale]
  split_ifs
  · rw [show 2 * l + 2 = 2 * l + 1 + 1 from rfl, pow_succ (2 * k) (2 * l + 1)]
    field_simp
  · rw [mul_zero, mul_zero]

end

end CoulombSturmian
```

```lean
#print axioms CoulombSturmian.sturmian_orthogonal
```

```
'CoulombSturmian.sturmian_orthogonal' depends on axioms: [propext, Classical.choice, Quot.sound]
```
